# Solvability fixes the $q^2$ coefficient of a single acoustic branch

Near the zone centre, the squared frequency of a single acoustic branch starts as $g q^2$, and $g = e\cdot D_2 e - w\cdot D_0 w$. Here the dynamical matrix is expanded in the wave number $q$ as $D(q) = D_0 + i q D_1 + q^2 D_2$, the unit vector $e$ is the uniform translation in mass-weighted coordinates, and $w$ is the first-order internal response, $D_0 w = -D_1 e$. The usual argument says that the second-order equation

$$D_0 u - D_1 w + D_2 e = g\,e$$

has a solution $u$ only for this $g$. But $D_0$ is singular, so why does $w$ exist at all, and does it matter which $w$ I take? I would like to see the argument with every hypothesis in view, and checked by Lean.

## The force must be orthogonal to the translation

If $D_0$ is real symmetric, $D_1$ is real antisymmetric and the kernel of $D_0$ is spanned by $e$ alone, then a $w$ exists, and for every such $w$ the second-order equation is solvable exactly when $g$ has the value you give.

Both equations have the form $D_0 x = b$, and this is solvable exactly when $e\cdot b = 0$. One direction is immediate: if $D_0 x = b$, then $e\cdot b = e\cdot D_0 x = (D_0 e)\cdot x = 0$. For the other, consider

$$Lx = D_0 x + (e\cdot x)\,e, \qquad e\cdot Lx = e\cdot x .$$

If $Lx = 0$, then $e\cdot x = 0$, hence $D_0 x = 0$ and $x = c\,e$ for some number $c$. But $c = e\cdot x = 0$, so $x = 0$. An injective linear map of a finite-dimensional space to itself is surjective, so $Lx = b$ has a solution. When $e\cdot b = 0$, that solution has $e\cdot x = 0$, and what remains is $D_0 x = b$.

**First order.** Antisymmetry gives $e\cdot D_1 e = -(D_1 e)\cdot e$, so $e\cdot D_1 e = 0$. The force $-D_1 e$ is orthogonal to $e$, and $w$ exists.

**Second order.** The equation reads $D_0 u = g\,e + D_1 w - D_2 e$. It is solvable exactly when

$$g + e\cdot D_1 w - e\cdot D_2 e = 0 .$$

Antisymmetry and the first-order equation give $e\cdot D_1 w = -(D_1 e)\cdot w = (D_0 w)\cdot w$, so $g = e\cdot D_2 e - w\cdot D_0 w$. The choice of $w$ doesn't matter: two choices differ by a multiple of $e$, which leaves $w\cdot D_0 w$ unchanged.

**Link to $D(q)$.** Insert $\psi = e + i q w + q^2 u$ into $D(q)\psi - g q^2\psi$. The first three orders are

- $q^0$: $D_0 e = 0$,
- $q^1$: $i(D_0 w + D_1 e) = 0$,
- $q^2$: $D_0 u - D_1 w + D_2 e - g\,e = 0$.

What is left is $q^3\left[\,i(D_1 u + D_2 w - g w) + q\,(D_2 u - g u)\right]$.

**Energy bound.** Let $D_0$ also be positive semidefinite. For any real trial response $x$, expanding $(x-w)\cdot D_0(x-w) \ge 0$ and using $D_0 w = -D_1 e$ gives

$$e\cdot D_2 e - w\cdot D_0 w \;\le\; e\cdot D_2 e + 2\,x\cdot D_1 e + x\cdot D_0 x .$$

The right side is the $q^2$ coefficient of the expectation value of $D(q)$ in $e + i q x$.

## What the Lean statements say about the crystal

The finite type `n` labels the mass-weighted displacement coordinates in one cell. Matrices are `Matrix n n ℝ`, `*ᵥ` applies a matrix to a vector, and `⬝ᵥ` is the real scalar product. The solvability theorems and the energy bound are purely real; complex numbers are used for $D(q)$ and the long-wave mode.

`SpansKernel D0 e` says that $e\cdot e = 1$ and that $D_0 x = 0$ holds exactly for the multiples of $e$. Physically, a rigid translation costs no energy (the acoustic sum rule) and no other zone-centre mode has zero frequency. The hypotheses `hS` and `hA` are the symmetry of $D_0$ and the antisymmetry of $D_1$, which Hermiticity and real force constants provide.

The main theorem, `second_order_solvable_iff`, is a conjunction: some `w` exists, and for every such `w` and every real `g`, a real `u` exists if and only if `g` has the stated value. It needs no symmetry of `D2`; that is used in `dynamicalMatrix_isHermitian`.

The one-dimensional kernel is a real restriction. A three-dimensional crystal has three translations, so the theorem applies to a chain with one displacement direction, or to a sector that symmetry reduces to one acoustic branch. The expansion of $D(q)$ is assumed and not derived from force constants. In a three-dimensional crystal it is taken along one fixed direction of the wave vector: $D_1$ and $D_2$ generally depend on that direction, and in a polar insulator the long-range term can make $D_0$ depend on it too. `longWaveMode_residual` bears on an approximate mode; a residual bound for Hermitian matrices would place a true eigenvalue of $D(q)$ near $g q^2$ for small $q$, but the file does not contain one.

```lean
import Mathlib

open Matrix

namespace LongWaveExpansion

noncomputable section

variable {n : Type*} [Fintype n]

/-- The unit vector `e` spans the kernel of the zone-centre matrix `D0`. -/
def SpansKernel (D0 : Matrix n n ℝ) (e : n → ℝ) : Prop :=
  e ⬝ᵥ e = 1 ∧ ∀ x, D0 *ᵥ x = 0 ↔ ∃ c : ℝ, x = c • e

/-- A real displacement pattern regarded as a complex one. -/
def complexify (v : n → ℝ) : n → ℂ := fun i => (v i : ℂ)

/-- The dynamical matrix to second order in the wave number,
`D(q) = D0 + i q D1 + q² D2`. -/
def dynamicalMatrix (D0 D1 D2 : Matrix n n ℝ) (q : ℝ) : Matrix n n ℂ :=
  D0.map (fun x => (x : ℂ)) + (Complex.I * (q : ℂ)) • D1.map (fun x => (x : ℂ))
    + ((q : ℂ) ^ 2) • D2.map (fun x => (x : ℂ))

/-- The long-wave mode `e + i q w + q² u`. -/
def longWaveMode (e w u : n → ℝ) (q : ℝ) : n → ℂ :=
  complexify e + (Complex.I * (q : ℂ)) • complexify w + ((q : ℂ) ^ 2) • complexify u

/-- A real matrix moves to the other side of the scalar product as its transpose. -/
theorem dot_mulVec (A : Matrix n n ℝ) (x y : n → ℝ) :
    x ⬝ᵥ (A *ᵥ y) = (Aᵀ *ᵥ x) ⬝ᵥ y := by
  rw [Matrix.dotProduct_mulVec, Matrix.mulVec_transpose]

/-- For symmetric `D0` with kernel spanned by the unit vector `e`, the linear-response
equation `D0 x = b` is solvable exactly when the force `b` is orthogonal to `e`. -/
theorem response_solvable_iff {D0 : Matrix n n ℝ} {e : n → ℝ} (hS : D0ᵀ = D0)
    (hk : SpansKernel D0 e) (b : n → ℝ) : (∃ x, D0 *ᵥ x = b) ↔ e ⬝ᵥ b = 0 := by
  have h0 : D0 *ᵥ e = 0 := (hk.2 e).2 ⟨1, (one_smul ℝ e).symm⟩
  constructor
  · rintro ⟨x, rfl⟩
    rw [dot_mulVec, hS, h0, zero_dotProduct]
  · intro hb
    -- adding the projector on `e` makes the matrix invertible
    let L : (n → ℝ) →ₗ[ℝ] (n → ℝ) :=
      { toFun := fun x => D0 *ᵥ x + (e ⬝ᵥ x) • e
        map_add' := by
          intro x y
          simp only [Matrix.mulVec_add, dotProduct_add]
          module
        map_smul' := by
          intro c x
          simp only [Matrix.mulVec_smul, dotProduct_smul, smul_eq_mul, RingHom.id_apply]
          module }
    have he : ∀ x, e ⬝ᵥ (D0 *ᵥ x + (e ⬝ᵥ x) • e) = e ⬝ᵥ x := by
      intro x
      rw [dotProduct_add, dot_mulVec D0 e x, hS, h0, zero_dotProduct, dotProduct_smul,
        hk.1, smul_eq_mul, mul_one, zero_add]
    have hinj : Function.Injective L := by
      rw [injective_iff_map_eq_zero]
      intro x hx
      have hx' : D0 *ᵥ x + (e ⬝ᵥ x) • e = 0 := hx
      have h1 : e ⬝ᵥ x = 0 := by
        have h := he x
        rw [hx', dotProduct_zero] at h
        exact h.symm
      rw [h1, zero_smul, add_zero] at hx'
      obtain ⟨c, rfl⟩ := (hk.2 x).1 hx'
      rw [dotProduct_smul, hk.1, smul_eq_mul, mul_one] at h1
      rw [h1, zero_smul]
    obtain ⟨x, hx⟩ := LinearMap.injective_iff_surjective.1 hinj b
    have hx' : D0 *ᵥ x + (e ⬝ᵥ x) • e = b := hx
    -- the solution has no component along `e`, so the projector drops out
    have h1 : e ⬝ᵥ x = 0 := by
      have h := he x
      rw [hx', hb] at h
      exact h.symm
    rw [h1, zero_smul, add_zero] at hx'
    exact ⟨x, hx'⟩

/-- Let `D0` be symmetric with kernel spanned by the unit vector `e`, and `D1` antisymmetric.
A first-order response `w` exists, and for any such `w` the second-order equation is solvable
exactly when `g = e·D2 e - w·D0 w`. -/
theorem second_order_solvable_iff {D0 D1 : Matrix n n ℝ} (D2 : Matrix n n ℝ) {e : n → ℝ}
    (hS : D0ᵀ = D0) (hA : D1ᵀ = -D1) (hk : SpansKernel D0 e) :
    (∃ w, D0 *ᵥ w = -(D1 *ᵥ e)) ∧
    ∀ w, D0 *ᵥ w = -(D1 *ᵥ e) → ∀ g : ℝ,
      ((∃ u, D0 *ᵥ u - D1 *ᵥ w + D2 *ᵥ e = g • e) ↔
        g = e ⬝ᵥ (D2 *ᵥ e) - w ⬝ᵥ (D0 *ᵥ w)) := by
  constructor
  · -- antisymmetry of `D1` gives `e·D1 e = 0`
    rw [response_solvable_iff hS hk, dotProduct_neg]
    have h := dot_mulVec D1 e e
    rw [hA, Matrix.neg_mulVec, neg_dotProduct, dotProduct_comm (D1 *ᵥ e) e] at h
    linarith
  · intro w hw g
    have key : e ⬝ᵥ (D1 *ᵥ w) = w ⬝ᵥ (D0 *ᵥ w) := by
      rw [dot_mulVec D1 e w, hA, Matrix.neg_mulVec, ← hw]
      exact dotProduct_comm _ _
    have hiff : ∀ u, D0 *ᵥ u - D1 *ᵥ w + D2 *ᵥ e = g • e ↔
        D0 *ᵥ u = g • e + D1 *ᵥ w - D2 *ᵥ e := fun u =>
      ⟨fun h => by rw [← h]; abel, fun h => by rw [h]; abel⟩
    -- project the second-order equation on `e`
    rw [exists_congr hiff, response_solvable_iff hS hk, dotProduct_sub, dotProduct_add,
      dotProduct_smul, hk.1, key, smul_eq_mul, mul_one]
    constructor <;> intro h <;> linarith

omit [Fintype n] in
/-- For symmetric `D0`, `D2` and antisymmetric `D1` the dynamical matrix is Hermitian
at every real wave number. -/
theorem dynamicalMatrix_isHermitian {D0 D1 D2 : Matrix n n ℝ} (h0 : D0ᵀ = D0)
    (h1 : D1ᵀ = -D1) (h2 : D2ᵀ = D2) (q : ℝ) :
    (dynamicalMatrix D0 D1 D2 q).IsHermitian := by
  apply Matrix.IsHermitian.ext
  intro i j
  have a0 : D0 j i = D0 i j := congrFun (congrFun h0 i) j
  have a1 : D1 j i = -D1 i j := congrFun (congrFun h1 i) j
  have a2 : D2 j i = D2 i j := congrFun (congrFun h2 i) j
  simp [dynamicalMatrix, a0, a1, a2]

/-- Complexification commutes with the action of a real matrix. -/
theorem map_mulVec_complexify (A : Matrix n n ℝ) (v : n → ℝ) :
    A.map (fun x => (x : ℂ)) *ᵥ complexify v = complexify (A *ᵥ v) := by
  ext i
  simp [complexify, Matrix.mulVec, dotProduct]

/-- If `e`, `w`, `u` solve the equations of order zero, one and two, the long-wave mode obeys
the eigenvalue equation of `D(q)` with eigenvalue `g q²` up to the stated remainder,
which carries a factor `q³`. -/
theorem longWaveMode_residual {D0 D1 D2 : Matrix n n ℝ} {e w u : n → ℝ} {g : ℝ}
    (h0 : D0 *ᵥ e = 0) (hw : D0 *ᵥ w = -(D1 *ᵥ e))
    (hu : D0 *ᵥ u - D1 *ᵥ w + D2 *ᵥ e = g • e) (q : ℝ) :
    dynamicalMatrix D0 D1 D2 q *ᵥ longWaveMode e w u q
        - ((g : ℂ) * (q : ℂ) ^ 2) • longWaveMode e w u q =
      ((q : ℂ) ^ 3) • (Complex.I • complexify (D1 *ᵥ u + D2 *ᵥ w - g • w)
        + (q : ℂ) • complexify (D2 *ᵥ u - g • u)) := by
  ext i
  have r0 : (D0 *ᵥ e) i = 0 := congrFun h0 i
  have r1 : (D0 *ᵥ w) i = -(D1 *ᵥ e) i := congrFun hw i
  have r2 : (D0 *ᵥ u) i - (D1 *ᵥ w) i + (D2 *ᵥ e) i = g * e i := congrFun hu i
  have c0 : (((D0 *ᵥ e) i : ℝ) : ℂ) = 0 := by exact_mod_cast r0
  have c1 : (((D0 *ᵥ w) i : ℝ) : ℂ) = -(((D1 *ᵥ e) i : ℝ) : ℂ) := by exact_mod_cast r1
  have c2 : (((D0 *ᵥ u) i : ℝ) : ℂ) - (((D1 *ᵥ w) i : ℝ) : ℂ) + (((D2 *ᵥ e) i : ℝ) : ℂ)
      = (g : ℂ) * (e i : ℂ) := by exact_mod_cast r2
  simp only [dynamicalMatrix, longWaveMode, Matrix.add_mulVec, Matrix.smul_mulVec,
    Matrix.mulVec_add, Matrix.mulVec_smul, map_mulVec_complexify]
  simp only [complexify, Pi.add_apply, Pi.sub_apply, Pi.smul_apply, smul_eq_mul,
    Complex.ofReal_add, Complex.ofReal_sub, Complex.ofReal_mul]
  -- collect the orders `q⁰`, `q¹` and `q²`
  linear_combination c0 + Complex.I * (q : ℂ) * c1 + (q : ℂ) ^ 2 * c2
    + (q : ℂ) ^ 2 * (((D1 *ᵥ w) i : ℝ) : ℂ) * Complex.I_sq

/-- For symmetric positive semidefinite `D0` and a first-order response `w`, the coefficient
`e·D2 e - w·D0 w` is at most `e·D2 e + 2 x·D1 e + x·D0 x` for every real vector `x`. -/
theorem relaxed_coefficient_le {D0 D1 : Matrix n n ℝ} (D2 : Matrix n n ℝ) {e w : n → ℝ}
    (hS : D0ᵀ = D0) (hpos : ∀ x, 0 ≤ x ⬝ᵥ (D0 *ᵥ x))
    (hw : D0 *ᵥ w = -(D1 *ᵥ e)) (x : n → ℝ) :
    e ⬝ᵥ (D2 *ᵥ e) - w ⬝ᵥ (D0 *ᵥ w) ≤
      e ⬝ᵥ (D2 *ᵥ e) + 2 * (x ⬝ᵥ (D1 *ᵥ e)) + x ⬝ᵥ (D0 *ᵥ x) := by
  -- complete the square around `w`
  have h := hpos (x - w)
  rw [Matrix.mulVec_sub, sub_dotProduct, dotProduct_sub, dotProduct_sub] at h
  have hs : w ⬝ᵥ (D0 *ᵥ x) = x ⬝ᵥ (D0 *ᵥ w) := by
    rw [dot_mulVec D0 w x, hS]
    exact dotProduct_comm _ _
  have hx : x ⬝ᵥ (D0 *ᵥ w) = -(x ⬝ᵥ (D1 *ᵥ e)) := by rw [hw, dotProduct_neg]
  linarith

/-- A two-site instance: `D0` is symmetric and positive semidefinite with kernel spanned by
`(3/5, 4/5)`, `D1` is antisymmetric, `D2` is symmetric, `w = (-24/125, 18/125)` is a
first-order response, and the second-order coefficient is `36/25`. -/
theorem second_order_witness :
    let D0 : Matrix (Fin 2) (Fin 2) ℝ := !![16, -12; -12, 9]
    let D1 : Matrix (Fin 2) (Fin 2) ℝ := !![0, 6; -6, 0]
    let D2 : Matrix (Fin 2) (Fin 2) ℝ := !![0, 3; 3, 0]
    let e : Fin 2 → ℝ := ![3 / 5, 4 / 5]
    let w : Fin 2 → ℝ := ![-24 / 125, 18 / 125]
    D0ᵀ = D0 ∧ D1ᵀ = -D1 ∧ D2ᵀ = D2 ∧ SpansKernel D0 e ∧ (∀ x, 0 ≤ x ⬝ᵥ (D0 *ᵥ x)) ∧
      D0 *ᵥ w = -(D1 *ᵥ e) ∧ e ⬝ᵥ (D2 *ᵥ e) - w ⬝ᵥ (D0 *ᵥ w) = 36 / 25 := by
  intro D0 D1 D2 e w
  refine ⟨?_, ?_, ?_, ⟨?_, ?_⟩, ?_, ?_, ?_⟩
  · ext i j; fin_cases i <;> fin_cases j <;> simp [D0]
  · ext i j; fin_cases i <;> fin_cases j <;> simp [D1]
  · ext i j; fin_cases i <;> fin_cases j <;> simp [D2]
  · norm_num [e, dotProduct, Fin.sum_univ_two]
  · intro x
    constructor
    · intro h
      have a := congrFun h 0
      simp [D0, Matrix.mulVec, dotProduct, Fin.sum_univ_two] at a
      refine ⟨5 / 3 * x 0, funext (Fin.forall_fin_two.2 ⟨?_, ?_⟩)⟩
      · change x 0 = 5 / 3 * x 0 * (3 / 5)
        ring
      · change x 1 = 5 / 3 * x 0 * (4 / 5)
        linarith
    · rintro ⟨c, rfl⟩
      ext i
      fin_cases i <;> simp [D0, e, Matrix.mulVec, dotProduct, Fin.sum_univ_two] <;> ring
  · intro x
    simp only [D0, Matrix.mulVec, dotProduct, Fin.sum_univ_two, Matrix.of_apply,
      Matrix.cons_val_zero, Matrix.cons_val_one]
    nlinarith [sq_nonneg (4 * x 0 - 3 * x 1)]
  · ext i
    fin_cases i <;> norm_num [D0, D1, e, w, Matrix.mulVec, dotProduct, Fin.sum_univ_two]
  · norm_num [D0, D2, e, w, Matrix.mulVec, dotProduct, Fin.sum_univ_two]

end

end LongWaveExpansion
```

```lean
#print axioms LongWaveExpansion.second_order_solvable_iff
#print axioms LongWaveExpansion.dynamicalMatrix_isHermitian
#print axioms LongWaveExpansion.longWaveMode_residual
#print axioms LongWaveExpansion.relaxed_coefficient_le
```

```
'LongWaveExpansion.second_order_solvable_iff' depends on axioms: [propext, Classical.choice, Quot.sound]
'LongWaveExpansion.dynamicalMatrix_isHermitian' depends on axioms: [propext, Classical.choice, Quot.sound]
'LongWaveExpansion.longWaveMode_residual' depends on axioms: [propext, Classical.choice, Quot.sound]
'LongWaveExpansion.relaxed_coefficient_le' depends on axioms: [propext, Classical.choice, Quot.sound]
```

## From the projection argument to the Lean proof

`dot_mulVec` moves a matrix across the scalar product as its transpose; the solvability theorems and the energy bound use symmetry and antisymmetry through it, while `dynamicalMatrix_isHermitian` compares matrix entries directly.

`response_solvable_iff` is the solvability criterion. The linear map `L` is the one above, `he` is the identity $e\cdot Lx = e\cdot x$, and `hinj` is injectivity. `LinearMap.injective_iff_surjective` supplies the finite-dimensional step.

In `second_order_solvable_iff`, the first part reduces the existence of `w` to $e\cdot D_1 e = 0$, which `linarith` obtains from antisymmetry. In the second part, `key` is $e\cdot D_1 w = w\cdot D_0 w$ and `hiff` isolates $D_0 u$. Rewriting with the criterion leaves a linear relation for `g`.

`longWaveMode_residual` works component by component. The facts `c0`, `c1` and `c2` are the equations of order zero, one and two, and `linear_combination` adds them with weights $1$, $iq$ and $q^2$, together with $i^2 = -1$. `relaxed_coefficient_le` completes the square around `w`.

## A diatomic chain with numbers

Take masses 9 and 16, equal springs 72 and lattice constant 1. With phases assigned per cell, the off-diagonal element is $-6(1 + e^{-iq}) = -12 + 6iq + 3q^2 + \dots$, so

$$D_0 = \begin{pmatrix} 16 & -12\\ -12 & 9\end{pmatrix},\quad
D_1 = \begin{pmatrix} 0 & 6\\ -6 & 0\end{pmatrix},\quad
D_2 = \begin{pmatrix} 0 & 3\\ 3 & 0\end{pmatrix}.$$

The translation is $e = (3/5, 4/5)$, and the optical mode $f = (4/5, -3/5)$ has $D_0 f = 25 f$. Since $-D_1 e = (-24/5, 18/5) = -6f$, the response is $w = -\tfrac{6}{25} f = (-24/125, 18/125)$. Then

$$e\cdot D_2 e = \tfrac{72}{25},\qquad w\cdot D_0 w = \tfrac{36}{25},\qquad g = \tfrac{36}{25}.$$

This agrees with the textbook chain, where the spring constant over twice the total mass is $72/50$. The matrices, `e`, `w` and the value of $g$ are those of `second_order_witness`. Leaving out $w$ in this phase convention would double the coefficient. If the phases follow the equally spaced atomic positions instead, $D_1$ vanishes for this chain, $w$ can be taken as zero, and $e\cdot D_2 e$ is already $36/25$: the split into two terms depends on the convention, but $g$ does not.

## The same step in a phonon code

A program can't invert $D_0$, but it can solve $(D_0 + e e^{T})\,w = -D_1 e$. This is the map `L` of the proof, and its solution automatically has $e\cdot w = 0$. The coefficient then follows from $w$ and the known matrices, without computing $u$. Some density functional perturbation theory codes treat the singular Sternheimer equation in a similar way, by adding a multiple of the projector on the occupied states.

For a harmonic model with one acoustic branch, a positive $g$ is the squared sound velocity. With phases assigned per cell, $e\cdot D_2 e$ is the value for cells that move rigidly, and $-w\cdot D_0 w$ is the correction from displacements within the cell.
